# Moreau-Yosida regularisation of the density functional lowers the ground-state energy by ε‖v‖²/2

In density-functional theory the ground-state energy in a potential `v` is the infimum of `F ρ + ⟨v, ρ⟩` over a set `D` of densities, and the Moreau-Yosida regularisation replaces `F` by `F_ε`, whose value at `x` is the infimum of `F ρ + ‖x - ρ‖² / (2ε)` over the same set. The theorem says that the greatest lower bound of `F_ε x + ⟨v, x⟩`, with `x` running over the whole space and not only over `D`, is the original energy less `ε‖v‖²/2`. Densities and potentials are vectors of one real inner-product space, `D` is nonempty, `ε` is positive and the energy in the potential `v` is bounded below on `D`; `F` need not be convex, and no minimiser need exist. The proof completes the square in `x`: the square is nonnegative, which gives the lower bound, and it vanishes at `x = ρ - εv`, which is used to show that no lower bound is greater.

Lean 4 with Mathlib refuses this proof:

```lean
import Mathlib

open Set

namespace MoreauYosidaLattice

noncomputable section

/- Densities and potentials are vectors of a real inner-product space `V`;
for a lattice of `L` sites, `V` is `EuclideanSpace ℝ (Fin L)`. -/
variable {V : Type*} [NormedAddCommGroup V] [InnerProductSpace ℝ V]

/-- The ground-state energy in the potential `v`: the infimum of `F ρ + ⟨v, ρ⟩` over the
densities `ρ` in `D`. -/
def energy (F : V → ℝ) (D : Set V) (v : V) : ℝ :=
  sInf ((fun ρ => F ρ + inner ℝ v ρ) '' D)

/-- The Moreau-Yosida regularised functional: the infimum of `F ρ + ‖x - ρ‖² / (2 ε)` over the
densities `ρ` in `D`. -/
def regFunctional (F : V → ℝ) (D : Set V) (ε : ℝ) (x : V) : ℝ :=
  sInf ((fun ρ => F ρ + ‖x - ρ‖ ^ 2 / (2 * ε)) '' D)

/-- Completing the square: the penalty plus the potential energy of `x` is the potential energy
of `ρ`, lowered by `ε ‖v‖² / 2`, plus a square centred at `ρ - ε v`. -/
theorem complete_square {ε : ℝ} (hε : ε ≠ 0) (v x ρ : V) :
    ‖x - ρ‖ ^ 2 / (2 * ε) + inner ℝ v x
      = inner ℝ v ρ - ε * ‖v‖ ^ 2 / 2 + ‖x - (ρ - ε • v)‖ ^ 2 / (2 * ε) := by
  have h : ‖x - (ρ - ε • v)‖ ^ 2
      = ‖x - ρ‖ ^ 2 + 2 * ε * (inner ℝ v x - inner ℝ v ρ) + ε ^ 2 * ‖v‖ ^ 2 := by
    have e : x - (ρ - ε • v) = (x - ρ) + ε • v := by abel
    rw [e, norm_add_sq_real, real_inner_smul_right, real_inner_comm v (x - ρ),
      inner_sub_right, norm_smul, mul_pow, Real.norm_eq_abs, sq_abs]
    ring
  rw [h]
  field_simp
  ring

/-- Let `D` be nonempty and `ε > 0`. If the total energy in the potential `v` is bounded below on
`D`, then the greatest lower bound of `F_ε x + ⟨v, x⟩` over all `x` is `E v - ε ‖v‖² / 2`. -/
theorem isGLB_regularised {F : V → ℝ} {D : Set V} {ε : ℝ} {v : V} (hne : D.Nonempty)
    (hε : 0 < ε) (hb : BddBelow ((fun ρ => F ρ + inner ℝ v ρ) '' D)) :
    IsGLB (range fun x : V => regFunctional F D ε x + inner ℝ v x)
      (energy F D v - ε * ‖v‖ ^ 2 / 2) := by
  -- the square is nonnegative, which bounds the penalised functional from below
  have key : ∀ x : V, ∀ ρ ∈ D, energy F D v - ε * ‖v‖ ^ 2 / 2 - inner ℝ v x
      ≤ F ρ + ‖x - ρ‖ ^ 2 / (2 * ε) := by
    intro x ρ hρ
    have h1 : energy F D v ≤ F ρ + inner ℝ v ρ := csInf_le hb ⟨ρ, hρ, rfl⟩
    have h2 := complete_square hε.ne' v x ρ
    have h3 : 0 ≤ ‖x - (ρ - ε • v)‖ ^ 2 / (2 * ε) := by positivity
    linarith
  constructor
  · rintro _ ⟨x, rfl⟩
    show _ ≤ regFunctional F D ε x + inner ℝ v x
    have h : energy F D v - ε * ‖v‖ ^ 2 / 2 - inner ℝ v x ≤ regFunctional F D ε x := by
      apply le_csInf (hne.image _)
      rintro _ ⟨ρ, hρ, rfl⟩
      exact key x ρ hρ
    linarith
  · intro c hc
    have h : c + ε * ‖v‖ ^ 2 / 2 ≤ energy F D v := by
      apply le_csInf (hne.image _)
      rintro _ ⟨ρ, hρ, rfl⟩
      show c + ε * ‖v‖ ^ 2 / 2 ≤ F ρ + inner ℝ v ρ
      -- the choice x = ρ - ε v makes the square vanish
      have h1 : c ≤ regFunctional F D ε (ρ - ε • v) + inner ℝ v (ρ - ε • v) := hc ⟨_, rfl⟩
      have h2 : regFunctional F D ε (ρ - ε • v)
          ≤ F ρ + ‖(ρ - ε • v) - ρ‖ ^ 2 / (2 * ε) := by
        refine csInf_le ⟨_, ?_⟩ ⟨ρ, hρ, rfl⟩
        rintro _ ⟨σ, hσ, rfl⟩
        exact key (ρ - ε • v) σ hσ
      have h3 := complete_square hε.ne' v (ρ - ε • v) ρ
      have h4 : ‖(ρ - ε • v) - (ρ - ε • v)‖ ^ 2 / (2 * ε) = 0 := by simp
      linarith
    linarith

end

end MoreauYosidaLattice
```

Compiling this gives:

```
Main.lean:69:25: error: don't know how to synthesize placeholder for argument `w`
context:
V : Type u_1
inst✝¹ : NormedAddCommGroup V
inst✝ : InnerProductSpace ℝ V
F : V → ℝ
D : Set V
ε : ℝ
v : V
hne : D.Nonempty
hε : 0 < ε
hb : BddBelow ((fun ρ => F ρ + inner ℝ v ρ) '' D)
key : ∀ (x ρ : V), ρ ∈ D → energy F D v - ε * ‖v‖ ^ 2 / 2 - inner ℝ v x ≤ F ρ + ‖x - ρ‖ ^ 2 / (2 * ε)
c : ℝ
hc : c ∈ lowerBounds (range fun x => regFunctional F D ε x + inner ℝ v x)
ρ : V
hρ : ρ ∈ D
h1 : c ≤ regFunctional F D ε (ρ - ε • v) + inner ℝ v (ρ - ε • v)
⊢ ℝ
```

The mended proof, as a diff:

```diff
@@ -67,5 +67,6 @@
       have h2 : regFunctional F D ε (ρ - ε • v)
           ≤ F ρ + ‖(ρ - ε • v) - ρ‖ ^ 2 / (2 * ε) := by
-        refine csInf_le ⟨_, ?_⟩ ⟨ρ, hρ, rfl⟩
+        refine csInf_le ⟨energy F D v - ε * ‖v‖ ^ 2 / 2 - inner ℝ v (ρ - ε • v), ?_⟩
+          ⟨ρ, hρ, rfl⟩
         rintro _ ⟨σ, hσ, rfl⟩
         exact key (ρ - ε • v) σ hσ
```

What went wrong. The error concerns the step that bounds `F_ε` at `ρ - εv` by the value of the penalised functional at the single density `ρ`. For this `csInf_le` needs a proof that the set of penalised values is bounded below, which is a pair: a real number, and a proof that it is a lower bound. The attempt writes the pair as `⟨_, ?_⟩`. The message says that Lean cannot find the number, the argument `w`, of which it knows only that it is a real.

With `refine`, a `?_` may be left as a goal for later, but a `_` has to be determined by the time the term has been elaborated. Nothing in the term or in the expected inequality fixes the lower bound. The line `exact key (ρ - ε • v) σ hσ` would show which number is meant, but it comes after `refine` has already failed.

The repair writes the number out, as the left-hand side of `key` at `x = ρ - εv`. The remaining goal is then the inequality that `key` proves for each `σ` in `D`, so the two lines after `refine` stand unchanged.
